# The hydrogenic 1s charge inside a sphere grows strictly with the radius and stays below one

A plane-wave calculation yields a density spread over the whole cell. To assign charge to an atom, one common step is to draw a sphere of radius $R$ about the nucleus and integrate the density inside it. The radius is an input, and the number that comes out depends on it. For a single electron in a hydrogenic 1s orbital the dependence can be written down exactly: the enclosed charge rises strictly with $R$, stays below one electron at every finite radius, and takes each value in $[0,1)$ at exactly one radius.

```lean
import Mathlib

open Real Set Filter Topology MeasureTheory

namespace HydrogenicSphereCharge

noncomputable section
```

## Orbital, density and sphere charge

Atomic units are used: lengths are in bohr, and the charge in a sphere is counted in electrons. The real parameter $Z$ is the charge of a fixed point nucleus in units of the elementary charge, and the hypothesis $Z>0$ in the theorems means that the nucleus attracts the electron, so that the orbital decays. At distance $r$ from the nucleus the orbital is
$$\psi(r)=\sqrt{Z^3/\pi}\;e^{-Zr}.$$
This formula is the definition of `psi`. That it solves the non-relativistic Schrödinger equation is taken from the physics and not derived, whereas its normalisation follows from a theorem below.

```lean
/-- Hydrogenic 1s orbital for nuclear charge `Z` at distance `r` (atomic units). -/
def psi (Z r : ℝ) : ℝ := Real.sqrt (Z ^ 3 / π) * Real.exp (-Z * r)
```

The orbital is real and holds one electron, so the density is $\rho(r)=\psi(r)^2$.

```lean
/-- Electron density of the 1s orbital, the square of the orbital. -/
def density (Z r : ℝ) : ℝ := psi Z r ^ 2
```

A shell of radius $r$ and thickness $dr$ has volume $4\pi r^2\,dr$, and the charge per unit radius is $P(r)=4\pi r^2\rho(r)$.

```lean
/-- Radial density `4 π r² ρ(r)`, the charge per unit radius. -/
def radialDensity (Z r : ℝ) : ℝ := 4 * π * r ^ 2 * density Z r
```

The sphere charge is $Q(R)=\int_0^R P(r)\,dr$. The reduction of the integral over a three-dimensional ball to this radial integral is built into the definition of `sphereCharge`. Lean's interval integral is oriented and accepts any real `R`; only $R\ge 0$ describes a sphere.

```lean
/-- Charge in a sphere of radius `R` about the nucleus: the radial density
integrated from `0` to `R`. -/
def sphereCharge (Z R : ℝ) : ℝ := ∫ r in (0 : ℝ)..R, radialDensity Z r
```

## The closed form

Squaring the orbital gives $\rho(r)=(Z^3/\pi)\,e^{-2Zr}$, and the factor $\pi$ cancels against the shell area:
$$P(r)=4Z^3r^2e^{-2Zr}.$$
In the proof, `he` squares the exponential, `hs` squares the root (this is where $Z^3/\pi\ge 0$ is needed), and `hp` cancels $\pi$.

```lean
/-- For `Z > 0` the 1s radial density is `4 Z³ r² exp(-2 Z r)`. -/
theorem radialDensity_eq {Z : ℝ} (hZ : 0 < Z) (r : ℝ) :
    radialDensity Z r = 4 * Z ^ 3 * r ^ 2 * Real.exp (-2 * Z * r) := by
  have he : Real.exp (-Z * r) ^ 2 = Real.exp (-2 * Z * r) := by
    rw [sq, ← Real.exp_add]
    congr 1
    ring
  have hs : Real.sqrt (Z ^ 3 / π) ^ 2 = Z ^ 3 / π := Real.sq_sqrt (by positivity)
  have hp : π * (Z ^ 3 / π) = Z ^ 3 := by
    have := Real.pi_ne_zero
    field_simp
  unfold radialDensity density psi
  rw [mul_pow, hs, he]
  linear_combination (4 * r ^ 2 * Real.exp (-2 * Z * r)) * hp
```

Take
$$F(x)=1-\bigl(1+2Zx+2(Zx)^2\bigr)e^{-2Zx}.$$
The polynomial has derivative $2Z+4Z^2x$ and the exponential contributes a factor $-2Z$, so the product rule gives
$$F'(x)=-\Bigl[(2Z+4Z^2x)-2Z\bigl(1+2Zx+2Z^2x^2\bigr)\Bigr]e^{-2Zx}=4Z^3x^2e^{-2Zx}=P(x).$$
The constant and linear terms cancel inside the bracket. In Lean `p` is the derivative of the polynomial, `e` that of the exponential, `p.fun_mul e` is the product rule, and the final `ring` performs the cancellation.

```lean
/-- The function `1 - (1 + 2 Z R + 2 (Z R)²) exp(-2 Z R)` is an antiderivative of the
radial density. -/
theorem hasDerivAt_antiderivative {Z : ℝ} (hZ : 0 < Z) (R : ℝ) :
    HasDerivAt (fun x => 1 - (1 + 2 * Z * x + 2 * (Z * x) ^ 2) * Real.exp (-2 * Z * x))
      (radialDensity Z R) R := by
  have a := ((hasDerivAt_id' R).const_mul (2 * Z)).const_add 1
  have b := (((hasDerivAt_id' R).const_mul Z).fun_pow 2).const_mul 2
  have p : HasDerivAt (fun x => 1 + 2 * Z * x + 2 * (Z * x) ^ 2) (2 * Z + 4 * Z ^ 2 * R) R :=
    (a.fun_add b).congr_deriv (by ring1)
  have e := ((hasDerivAt_id' R).const_mul (-2 * Z)).exp
  -- product rule: all terms but the quadratic one cancel
  refine ((p.fun_mul e).const_sub 1).congr_deriv ?_
  rw [radialDensity_eq hZ]
  ring
```

Since $P$ is continuous (`hc`), the fundamental theorem of calculus gives $Q(R)=F(R)-F(0)$, and $F(0)=1-1=0$. Hence
$$Q(R)=1-\bigl(1+2ZR+2(ZR)^2\bigr)e^{-2ZR}.$$
The identity holds for every real $R$, so the theorem has no sign hypothesis on the radius.

```lean
/-- Closed form of the sphere charge: `1 - (1 + 2 Z R + 2 (Z R)²) exp(-2 Z R)`. -/
theorem sphereCharge_eq {Z : ℝ} (hZ : 0 < Z) (R : ℝ) :
    sphereCharge Z R = 1 - (1 + 2 * Z * R + 2 * (Z * R) ^ 2) * Real.exp (-2 * Z * R) := by
  have hc : Continuous (fun r => radialDensity Z r) := by
    unfold radialDensity density psi
    fun_prop
  unfold sphereCharge
  rw [intervalIntegral.integral_eq_sub_of_hasDerivAt
    (fun x _ => hasDerivAt_antiderivative hZ x) (hc.intervalIntegrable _ _)]
  simp
```

As $Q$ and $F$ are the same function, $dQ/dR=P(R)$. The sensitivity of a sphere charge to its radius is the radial density on the sphere's surface.

```lean
/-- The derivative of the sphere charge with respect to the radius is the radial
density at that radius. -/
theorem hasDerivAt_sphereCharge {Z : ℝ} (hZ : 0 < Z) (R : ℝ) :
    HasDerivAt (sphereCharge Z) (radialDensity Z R) R := by
  have h : sphereCharge Z =
      fun x => 1 - (1 + 2 * Z * x + 2 * (Z * x) ^ 2) * Real.exp (-2 * Z * x) :=
    funext (sphereCharge_eq hZ)
  rw [h]
  exact hasDerivAt_antiderivative hZ R
```

## Growth with the radius and the missing charge

For $R>0$ every factor of $P(R)$ is positive, so $dQ/dR>0$. At $R=0$ the derivative vanishes, but the mean value theorem needs positivity only in the interior of $[0,\infty)$ together with continuity up to the endpoint. Together with convexity of the half-line, supplied by `convex_Ici 0`, these are the hypotheses of `strictMonoOn_of_deriv_pos`. The conclusion `StrictMonoOn (sphereCharge Z) (Ici 0)` says that $0\le R_1<R_2$ implies $Q(R_1)<Q(R_2)$, where `Ici 0` is the half-line $[0,\infty)$.

```lean
/-- The sphere charge is strictly increasing in the radius on `R ≥ 0`. -/
theorem sphereCharge_strictMonoOn {Z : ℝ} (hZ : 0 < Z) :
    StrictMonoOn (sphereCharge Z) (Ici 0) := by
  refine strictMonoOn_of_deriv_pos (convex_Ici 0)
    (fun x _ => (hasDerivAt_sphereCharge hZ x).continuousAt.continuousWithinAt) ?_
  intro x hx
  rw [interior_Ici] at hx
  have hx' : 0 < x := hx
  -- the radial density is positive away from the nucleus
  rw [(hasDerivAt_sphereCharge hZ x).deriv, radialDensity_eq hZ]
  positivity
```

The lower bound follows from $Q(0)=0$ and monotonicity. For the upper bound, the subtracted term
$$1-Q(R)=\bigl(1+2ZR+2(ZR)^2\bigr)e^{-2ZR}$$
is positive for $R\ge 0$, which is the statement `h` in the second branch of the proof.

```lean
/-- For every radius `R ≥ 0` the sphere charge is nonnegative and strictly below one. -/
theorem sphereCharge_bounds {Z R : ℝ} (hZ : 0 < Z) (hR : 0 ≤ R) :
    0 ≤ sphereCharge Z R ∧ sphereCharge Z R < 1 := by
  constructor
  · have h0 : sphereCharge Z 0 = 0 := by simp [sphereCharge]
    have h := (sphereCharge_strictMonoOn hZ).monotoneOn
      (mem_Ici.mpr le_rfl) (mem_Ici.mpr hR) hR
    rwa [h0] at h
  · have h : 0 < (1 + 2 * Z * R + 2 * (Z * R) ^ 2) * Real.exp (-2 * Z * R) := by
      positivity
    rw [sphereCharge_eq hZ]
    linarith
```

The deficit vanishes only in the limit. With $u=2ZR$ it reads $(1+u+u^2/2)e^{-u}$, and $u^ne^{-u}\to 0$ as $u\to\infty$ for each natural number $n$. The proof records this as `t`, adds the cases $n=0,1,2$ with weight $1/2$ on the last, and matches the sum to the closed form.

```lean
/-- The sphere charge tends to one as the radius tends to infinity. -/
theorem sphereCharge_tendsto_one {Z : ℝ} (hZ : 0 < Z) :
    Tendsto (sphereCharge Z) atTop (𝓝 1) := by
  have hx : Tendsto (fun R : ℝ => 2 * Z * R) atTop atTop :=
    tendsto_id.const_mul_atTop (by positivity)
  -- each power times the decaying exponential vanishes
  have t : ∀ n : ℕ, Tendsto (fun R : ℝ => (2 * Z * R) ^ n * Real.exp (-(2 * Z * R)))
      atTop (𝓝 0) := fun n => (Real.tendsto_pow_mul_exp_neg_atTop_nhds_zero n).comp hx
  have h := (((t 0).add (t 1)).add ((t 2).const_mul (1 / 2))).const_sub 1
  have h1 : (1 : ℝ) - (0 + 0 + 1 / 2 * 0) = 1 := by norm_num
  rw [h1] at h
  refine h.congr fun R => ?_
  have he : -2 * Z * R = -(2 * Z * R) := by ring
  rw [sphereCharge_eq hZ, he]
  ring
```

The deficit is the charge outside the sphere. Because $Q'=P\ge 0$ on $[R,\infty)$ and $Q\to 1$, the function $P$ is integrable on $(R,\infty)$, written `Ioi R`, and
$$\int_R^\infty P(r)\,dr=1-Q(R).$$
Integrability is part of the statement because Lean assigns the value zero to the integral of a non-integrable function. Setting $R=0$ gives $\int_0^\infty P\,dr=1$, the normalisation of $\psi$.

```lean
/-- The radial density is integrable beyond `R`, and the sphere charge plus the charge
beyond `R` equals one. -/
theorem sphereCharge_add_outside {Z : ℝ} (hZ : 0 < Z) (R : ℝ) :
    IntegrableOn (radialDensity Z) (Ioi R) ∧
      sphereCharge Z R + (∫ r in Ioi R, radialDensity Z r) = 1 := by
  have hd : ∀ x ∈ Ici R, HasDerivAt (sphereCharge Z) (radialDensity Z x) x :=
    fun x _ => hasDerivAt_sphereCharge hZ x
  have hp : ∀ x ∈ Ioi R, 0 ≤ radialDensity Z x := fun x _ => by
    rw [radialDensity_eq hZ]
    positivity
  refine ⟨integrableOn_Ioi_deriv_of_nonneg' hd hp (sphereCharge_tendsto_one hZ), ?_⟩
  rw [integral_Ioi_of_hasDerivAt_of_nonneg' hd hp (sphereCharge_tendsto_one hZ)]
  ring
```

## Each charge below one belongs to one radius

Let $q$ satisfy $0\le q<1$. Since $Q\to 1$, some radius $S\ge 0$ has $Q(S)>q$. On $[0,S]$ the function $Q$ is continuous and $Q(0)=0\le q\le Q(S)$, so the intermediate value theorem supplies $R\in[0,S]$ with $Q(R)=q$. Strict growth makes $Q$ injective on $[0,\infty)$, which excludes a second radius. The symbol `∃!` covers the pair of conditions $0\le R$ and $Q(R)=q$. A quoted sphere charge for this orbital therefore carries the same information as the radius that was chosen.

```lean
/-- Every value `q` with `0 ≤ q < 1` is the sphere charge of exactly one radius `R ≥ 0`. -/
theorem existsUnique_radius {Z q : ℝ} (hZ : 0 < Z) (hq0 : 0 ≤ q) (hq1 : q < 1) :
    ∃! R, 0 ≤ R ∧ sphereCharge Z R = q := by
  -- some large sphere holds more than q
  obtain ⟨S, hS, hS0⟩ := (((sphereCharge_tendsto_one hZ).eventually (lt_mem_nhds hq1)).and
    (eventually_ge_atTop 0)).exists
  have hc : ContinuousOn (sphereCharge Z) (Icc 0 S) :=
    fun x _ => (hasDerivAt_sphereCharge hZ x).continuousAt.continuousWithinAt
  have h0 : sphereCharge Z 0 = 0 := by simp [sphereCharge]
  have hm : q ∈ Icc (sphereCharge Z 0) (sphereCharge Z S) := ⟨by rw [h0]; exact hq0, hS.le⟩
  obtain ⟨R, hR, hRq⟩ := intermediate_value_Icc hS0 hc hm
  refine ⟨R, ⟨hR.1, hRq⟩, ?_⟩
  rintro y ⟨hy0, hy⟩
  exact (sphereCharge_strictMonoOn hZ).injOn (mem_Ici.mpr hy0) (mem_Ici.mpr hR.1)
    (hy.trans hRq.symm)
```

## Hydrogen

For $Z=1$ the radial density is $4r^2e^{-2r}$. The final theorem is stated with this integrand written out and with no hypotheses: for all real $R$,
$$\int_0^R 4r^2e^{-2r}\,dr=1-(1+2R+2R^2)e^{-2R},$$
the integral is strictly increasing on $R\ge 0$, and it is below one there. The step `h` identifies the integral with `sphereCharge 1 R`, after which the three parts are the general theorems at $Z=1$.

```lean
/-- Hydrogen 1s: the integral of `4 r² exp(-2 r)` from `0` to `R` equals
`1 - (1 + 2 R + 2 R²) exp(-2 R)`, is strictly increasing on `R ≥ 0` and is below one there. -/
theorem hydrogen_sphereCharge :
    (∀ R : ℝ, (∫ r in (0 : ℝ)..R, 4 * r ^ 2 * Real.exp (-2 * r)) =
      1 - (1 + 2 * R + 2 * R ^ 2) * Real.exp (-2 * R)) ∧
    StrictMonoOn (fun R : ℝ => ∫ r in (0 : ℝ)..R, 4 * r ^ 2 * Real.exp (-2 * r)) (Ici 0) ∧
    ∀ R : ℝ, 0 ≤ R → (∫ r in (0 : ℝ)..R, 4 * r ^ 2 * Real.exp (-2 * r)) < 1 := by
  have h : ∀ R : ℝ, (∫ r in (0 : ℝ)..R, 4 * r ^ 2 * Real.exp (-2 * r)) =
      sphereCharge 1 R := fun R => by
    simp only [sphereCharge, radialDensity_eq one_pos, one_pow, mul_one]
  refine ⟨fun R => ?_, ?_, fun R hR => ?_⟩
  · rw [h, sphereCharge_eq one_pos]
    simp only [mul_one, one_mul]
  · simp only [h]
    exact sphereCharge_strictMonoOn one_pos
  · rw [h]
    exact (sphereCharge_bounds one_pos hR).2

end

end HydrogenicSphereCharge
```

```lean
#print axioms HydrogenicSphereCharge.sphereCharge_add_outside
#print axioms HydrogenicSphereCharge.existsUnique_radius
#print axioms HydrogenicSphereCharge.hydrogen_sphereCharge
```

```
'HydrogenicSphereCharge.sphereCharge_add_outside' depends on axioms: [propext, Classical.choice, Quot.sound]
'HydrogenicSphereCharge.existsUnique_radius' depends on axioms: [propext, Classical.choice, Quot.sound]
'HydrogenicSphereCharge.hydrogen_sphereCharge' depends on axioms: [propext, Classical.choice, Quot.sound]
```

## Ball integrals, radial grids and real densities

The numbers and remarks from here on are commentary that no theorem above states. Evaluating the hydrogen formula gives $Q(1)=1-5e^{-2}\approx 0.32$, $Q(2)=1-13e^{-4}\approx 0.76$ and $Q(3)=1-25e^{-6}\approx 0.94$.

Defining $Q(R)$ as the volume integral of $\rho(|\mathbf r|)$ over a ball in $\mathbb R^3$, with $\mathbf r$ the position vector, would turn the factor $4\pi r^2$ into something to be proved by passing to spherical coordinates. It would also change the closed form's range: a ball of negative radius is empty and holds zero charge, so the formula would need $R\ge 0$. The later results would still hold on that half-line, although the step that identifies $Q$ with $F$ as functions on the whole real line would have to be replaced by an argument restricted to $R\ge 0$.

In a code the corresponding step can be a numerical integration. One way to do it follows the definition above: the density is averaged over angles about the atom, multiplied by $4\pi r^2$, and integrated numerically on a radial grid up to $R$. Another, natural for a plane-wave density, sums the density over the points of the real-space grid that lie inside the sphere and multiplies by the volume per grid point. A small shift $\delta R$ of the sphere radius changes the exact integral by about $P(R)\,\delta R$, whereas a plain sum over the grid points inside the sphere changes only in jumps, when points enter or leave. The closed form gives an exact reference value for either routine when it is applied to the 1s density. For one electron in a 1s orbital of an isolated point nucleus, the theorems show that a site charge from a sphere depends on the radius and omits part of the electron, which bears on how sphere-projected charges in electronic-structure output are read. Many-electron atoms, pseudized or PAW-reconstructed densities, overlapping spheres in a solid and projections onto angular-momentum channels are not treated.
